# The Unpolarized Contact Gas Is the Unique Mean-Field Minimum Exactly When $k_F a\le\pi/2$

A mean-field calculation for a two-component Fermi gas with contact repulsion often begins by giving both spin species the same density. That step is safe only if no spin-polarized state has lower energy. For a uniform gas at zero temperature, with the interaction kept to first order in the scattering length, the step is justified up to and including $k_F a=\pi/2$, and it fails for every larger value.

## The energy as a function of polarization

Take $\hbar=m=1$. Let $n$ be the total density and define $k_F$ by $n=k_F^3/(3\pi^2)$, so that $k_F$ is the Fermi wave number of the unpolarized gas. A polarization $z\in[-1,1]$ splits the density into $n_\uparrow=n(1+z)/2$ and $n_\downarrow=n(1-z)/2$.

A spin species of density $n_\sigma$ fills a Fermi sphere of radius $k_\sigma=(6\pi^2n_\sigma)^{1/3}$, with kinetic energy $\tfrac{3}{10}k_\sigma^2$ per particle. For $w=1\pm z$ we have $6\pi^2n_\sigma=k_F^3w$, hence $k_\sigma^2=k_F^2w^{2/3}$, and the kinetic energy density is
$$\tfrac{3}{10}\cdot\tfrac{nw}{2}\cdot k_F^2w^{2/3}=n k_F^2\cdot\tfrac{3}{20}w^{5/3}.$$

A contact interaction acts only between opposite spins, since the Pauli principle keeps equal spins from meeting at a point. Its strength is $4\pi a$, the low-energy coupling for scattering length $a$. With $x=k_Fa$,
$$4\pi a\,n_\uparrow n_\downarrow=\pi a n^2(1-z^2)=n k_F^2\,\frac{x}{3\pi}(1-z^2).$$

The energy density is therefore $n k_F^2\,e(z)$, where
$$e(z)=\tfrac{3}{20}\left[(1+z)^{5/3}+(1-z)^{5/3}\right]+\frac{x}{3\pi}(1-z^2).$$

## Why the threshold value itself is stable

The curvature at the origin is $e''(0)=\tfrac13-\tfrac{2x}{3\pi}$, which vanishes at $x=\pi/2$. The second-derivative test says nothing there, and elsewhere it gives only local information. Polynomial bounds valid on the whole interval settle both points.

Write $1+z=t^3$ with $t\ge0$; physically, $t=k_\uparrow/k_F$. Then $(1+z)^{5/3}=t^5$, and differences between this power and polynomials in $z$ become polynomials in $t$. For the fifth-order Taylor polynomial,
$$(1+z)^{5/3}-\left(1+\tfrac53z+\tfrac59z^2-\tfrac5{81}z^3+\tfrac5{243}z^4-\tfrac7{729}z^5\right)=\frac{(t-1)^6P(t)}{729}\ge0,$$
where
$$P(t)=7t^9+42t^8+147t^7+342t^6+582t^5+714t^4+609t^3+294t^2+84t+14.$$

For an upper bound, stop at fourth order and raise the quartic coefficient to $\tfrac4{81}$, which makes the polynomial exact at $z=-1$:
$$\left(1+\tfrac53z+\tfrac59z^2-\tfrac5{81}z^3+\tfrac4{81}z^4\right)-(1+z)^{5/3}=\frac{t^3(t-1)^4Q(t)}{81}\ge0,$$
with $Q(t)=4t^5+16t^4+40t^3+59t^2+56t+14$.

Apply each bound at $z$ and at $-z$ and add. The odd powers cancel. After multiplication by $\tfrac3{20}$, the constant is $\tfrac3{10}$, the quadratic coefficient is $\tfrac16$, and the quartic coefficients are $\tfrac1{162}$ and $\tfrac2{135}$. Since $e(0)=\tfrac3{10}+\tfrac{x}{3\pi}$,
$$\left(\tfrac16-\tfrac{x}{3\pi}\right)z^2+\tfrac{z^4}{162}\;\le\; e(z)-e(0)\;\le\;\left(\tfrac16-\tfrac{x}{3\pi}\right)z^2+\tfrac{2z^4}{135}.$$

If $x\le\pi/2$, the quadratic coefficient is nonnegative, and the quartic term on the left makes the difference strictly positive for every $z\ne0$. If $x>\pi/2$, put $\delta=\tfrac{x}{3\pi}-\tfrac16>0$ and choose $0<z\le\min(1,\delta)$. Then $\tfrac2{135}z^2\le\tfrac2{135}z<\delta$, so the right-hand side, $z^2(\tfrac2{135}z^2-\delta)$, is negative.

The limit of complete polarization shows what a cruder test would miss. At $z=\pm1$ the interaction vanishes and $e(\pm1)=\tfrac3{20}2^{5/3}$. This lies below $e(0)$ only for $x>\tfrac{9\pi}{10}(2^{2/3}-1)\approx1.661$, whereas $\pi/2\approx1.571$. Between these values the fully polarized gas costs more than the paramagnet, yet a partially polarized one costs less. The number $1.661$ comes from evaluating $e$ directly and is not established by the Lean code below.

## The gas and its reduced energy in Lean

```lean
import Mathlib

open Real Set

namespace ContactGas

noncomputable section
```

The first definition is $e(z)$, with the coupling $x$ as an explicit argument. Energies are per particle in units of $k_F^2$.

```lean
/-- Mean-field energy per particle of the contact gas, in units of `kF ^ 2` (with `ħ = m = 1`),
at coupling `x = kF a` and spin polarization `z` in `[-1, 1]`. -/
def contactEnergy (x z : ℝ) : ℝ :=
  3 / 20 * ((1 + z) ^ (5 / 3 : ℝ) + (1 - z) ^ (5 / 3 : ℝ)) + x / (3 * π) * (1 - z ^ 2)
```

The next three definitions describe the gas before scaling. `density` fixes the meaning of $k_F$ through the total density, so $k_F$ does not change as the gas polarizes.

```lean
/-- Total density of the unpolarized gas with Fermi wave number `kF`. -/
def density (kF : ℝ) : ℝ := kF ^ 3 / (3 * π ^ 2)
```

The kinetic formula is the filled-Fermi-sphere result, taken as a definition and not derived from a sum over occupied states.

```lean
/-- Kinetic energy density of one spin species of density `n ≥ 0`. -/
def kineticDensity (n : ℝ) : ℝ := 3 / 10 * n * (6 * π ^ 2 * n) ^ (2 / 3 : ℝ)
```

In `gasEnergyDensity` the arguments `nu` and `nd` are $n_\uparrow$ and $n_\downarrow$. The mean-field form is also a definition: correlations beyond first order in $a$ are absent. Near the threshold $k_Fa$ is not small, so the value $\pi/2$ belongs to this model and is not a precise prediction for a real gas.

```lean
/-- Mean-field energy density of two spin species with densities `nu` and `nd`
and a contact interaction of scattering length `a`. -/
def gasEnergyDensity (a nu nd : ℝ) : ℝ :=
  kineticDensity nu + kineticDensity nd + 4 * π * a * nu * nd
```

The fractional powers are handled by one lemma, which supplies the $t$ of the derivation above. It takes $t=w^{1/3}$ and records what $t^3$, $t^5$ and $t^2$ are.

```lean
/-- A nonnegative number `w` has a nonnegative cube root `t`, and its powers `5/3` and `2/3`
are `t ^ 5` and `t ^ 2`. -/
theorem exists_cube_root {w : ℝ} (hw : 0 ≤ w) :
    ∃ t : ℝ, 0 ≤ t ∧ t ^ 3 = w ∧ w ^ (5 / 3 : ℝ) = t ^ 5 ∧ w ^ (2 / 3 : ℝ) = t ^ 2 := by
  refine ⟨w ^ (1 / 3 : ℝ), Real.rpow_nonneg hw _, ?_, ?_, ?_⟩
  · rw [← Real.rpow_natCast, ← Real.rpow_mul hw]
    norm_num
  · rw [← Real.rpow_natCast, ← Real.rpow_mul hw]
    norm_num
  · rw [← Real.rpow_natCast, ← Real.rpow_mul hw]
    norm_num
```

The following theorem connects the gas to the reduced function. For $k_F\ge0$, any real $a$ and $z\in[-1,1]$, the energy density at spin densities $n(1\pm z)/2$ equals $n k_F^2\,e(z)$ with $x=k_Fa$. Inside the proof, `key` is the kinetic calculation for one species with $w=1\pm z$, and `hint` rewrites $n\pi$ as $k_F^3/(3\pi)$ for the interaction term. The final `linear_combination` assembles the two contributions.

```lean
/-- At fixed total density, the energy density of the gas with polarization `z` is the density
times `kF ^ 2` times the reduced energy at coupling `kF a`. -/
theorem gasEnergyDensity_eq {kF z : ℝ} (a : ℝ) (hk : 0 ≤ kF) (hz : z ∈ Icc (-1 : ℝ) 1) :
    gasEnergyDensity a (density kF * (1 + z) / 2) (density kF * (1 - z) / 2)
      = density kF * kF ^ 2 * contactEnergy (kF * a) z := by
  have hπ : π ≠ 0 := Real.pi_ne_zero
  have hd : 3 * π ^ 2 * density kF = kF ^ 3 := by
    unfold density
    field_simp
  have hint : density kF * π = kF ^ 3 / (3 * π) := by
    unfold density
    field_simp
  have hk2 : (kF ^ 3) ^ (2 / 3 : ℝ) = kF ^ 2 := by
    rw [← Real.rpow_natCast kF 3, ← Real.rpow_mul hk, ← Real.rpow_natCast kF 2]
    norm_num
  -- each spin species has its own Fermi sphere, of volume proportional to `w = 1 ± z`
  have key : ∀ w : ℝ, 0 ≤ w → kineticDensity (density kF * w / 2)
      = density kF * kF ^ 2 * (3 / 20 * w ^ (5 / 3 : ℝ)) := by
    intro w hw
    obtain ⟨t, _, h3, h5, h2⟩ := exists_cube_root hw
    have harg : 6 * π ^ 2 * (density kF * w / 2) = kF ^ 3 * w := by
      linear_combination w * hd
    rw [kineticDensity, harg, Real.mul_rpow (by positivity) hw, hk2, h2, h5, ← h3]
    ring
  rw [gasEnergyDensity, key (1 + z) (by linarith [hz.1]), key (1 - z) (by linarith [hz.2]),
    contactEnergy]
  linear_combination (a * density kF * (1 - z ^ 2)) * hint
```

## Polynomial bounds on the kinetic energy

Both bounds hold for all $z\ge-1$, not just near the origin. In each proof $z$ is replaced by $t^3-1$, after which `positivity` confirms that the factored remainder is nonnegative: its factors are even powers of $t-1$ and polynomials in $t\ge0$ with positive coefficients. The closing `nlinarith` expands the product and matches it to the difference, including the factor $1/729$ for the lower bound.

```lean
/-- The kinetic power `(1 + z) ^ (5/3)` lies above its fifth-order Taylor polynomial. -/
theorem kinetic_lower {z : ℝ} (hz : -1 ≤ z) :
    1 + 5 / 3 * z + 5 / 9 * z ^ 2 - 5 / 81 * z ^ 3 + 5 / 243 * z ^ 4 - 7 / 729 * z ^ 5
      ≤ (1 + z) ^ (5 / 3 : ℝ) := by
  obtain ⟨t, ht, h3, h5, _⟩ := exists_cube_root (show 0 ≤ 1 + z by linarith)
  have hz' : z = t ^ 3 - 1 := by linarith
  rw [h5, hz']
  -- the remainder is a sixth power times a polynomial with positive coefficients
  have h : 0 ≤ (t - 1) ^ 6 * (7 * t ^ 9 + 42 * t ^ 8 + 147 * t ^ 7 + 342 * t ^ 6 + 582 * t ^ 5
      + 714 * t ^ 4 + 609 * t ^ 3 + 294 * t ^ 2 + 84 * t + 14) := by positivity
  nlinarith [h]
```

The upper bound has the additional factor $t^3$, which reflects the exact agreement at $z=-1$.

```lean
/-- The kinetic power `(1 + z) ^ (5/3)` lies below an explicit quartic polynomial. -/
theorem kinetic_upper {z : ℝ} (hz : -1 ≤ z) :
    (1 + z) ^ (5 / 3 : ℝ)
      ≤ 1 + 5 / 3 * z + 5 / 9 * z ^ 2 - 5 / 81 * z ^ 3 + 4 / 81 * z ^ 4 := by
  obtain ⟨t, ht, h3, h5, _⟩ := exists_cube_root (show 0 ≤ 1 + z by linarith)
  have hz' : z = t ^ 3 - 1 := by linarith
  rw [h5, hz']
  have h : 0 ≤ t ^ 3 * (t - 1) ^ 4 * (4 * t ^ 5 + 16 * t ^ 4 + 40 * t ^ 3 + 59 * t ^ 2
      + 56 * t + 14) := by positivity
  nlinarith [h]
```

## The two-sided Landau estimate

The theorem `landau_bounds` is the displayed pair of inequalities for $e(z)-e(0)$, valid for every real $x$ and every $z\in[-1,1]$. The four facts `l1`, `l2`, `u1` and `u2` are the lower and upper bounds at $z$ and $-z$. Adding them in pairs removes the odd powers.

```lean
/-- Two-sided Landau estimate: the energy cost of polarization is a quadratic term with
coefficient `1/6 - x/(3π)` plus a quartic term between `z ^ 4 / 162` and `2 z ^ 4 / 135`. -/
theorem landau_bounds (x : ℝ) {z : ℝ} (hz : z ∈ Icc (-1 : ℝ) 1) :
    (1 / 6 - x / (3 * π)) * z ^ 2 + z ^ 4 / 162 ≤ contactEnergy x z - contactEnergy x 0 ∧
    contactEnergy x z - contactEnergy x 0
      ≤ (1 / 6 - x / (3 * π)) * z ^ 2 + 2 / 135 * z ^ 4 := by
  have h0 : contactEnergy x 0 = 3 / 10 + x / (3 * π) := by
    norm_num [contactEnergy]
  have l1 := kinetic_lower hz.1
  have l2 := kinetic_lower (z := -z) (by linarith [hz.2])
  have u1 := kinetic_upper hz.1
  have u2 := kinetic_upper (z := -z) (by linarith [hz.2])
  rw [← sub_eq_add_neg] at l2 u2
  rw [h0, contactEnergy]
  generalize x / (3 * π) = c
  -- odd powers cancel between the two spin species
  constructor
  · nlinarith [l1, l2]
  · nlinarith [u1, u2]
```

## Instability above the threshold and uniqueness below it

For $x>\pi/2$, the next theorem finds a lower-energy state with $0<z<\varepsilon$ and $z\le1$, however small $\varepsilon>0$ is. The paramagnet therefore fails even as a local minimum. The proof takes $z$ to be the smallest of $1$, $\delta$ and $\varepsilon/2$; `hq` is the inequality $\delta-\tfrac2{135}z^2>0$, and multiplying it by $z^2$ gives the energy gain.

```lean
/-- Above `x = π/2` there are arbitrarily small polarizations with energy below that of the
unpolarized state. -/
theorem paramagnet_unstable {x ε : ℝ} (hx : π / 2 < x) (hε : 0 < ε) :
    ∃ z : ℝ, 0 < z ∧ z < ε ∧ z ≤ 1 ∧ contactEnergy x z < contactEnergy x 0 := by
  have hc : 1 / 6 < x / (3 * π) := by
    rw [lt_div_iff₀ (by positivity)]
    linarith
  have hδ : 0 < x / (3 * π) - 1 / 6 := by linarith
  obtain ⟨z, hz0, hz1, hzδ, hzε⟩ :
      ∃ z : ℝ, 0 < z ∧ z ≤ 1 ∧ z ≤ x / (3 * π) - 1 / 6 ∧ z < ε :=
    ⟨min (min 1 (x / (3 * π) - 1 / 6)) (ε / 2),
      lt_min (lt_min one_pos hδ) (half_pos hε),
      (min_le_left _ _).trans (min_le_left _ _),
      (min_le_left _ _).trans (min_le_right _ _),
      (min_le_right _ _).trans_lt (half_lt_self hε)⟩
  refine ⟨z, hz0, hzε, hz1, ?_⟩
  have hb := (landau_bounds x (z := z) ⟨by linarith, hz1⟩).2
  generalize x / (3 * π) = c at hb hzδ
  -- for small `z` the quartic cost cannot repay the quadratic gain
  have hq : 0 < c - 1 / 6 - 2 / 135 * z ^ 2 := by nlinarith
  have hp := mul_pos (pow_pos hz0 2) hq
  nlinarith [hp, hb]
```

The main theorem reads: for every real $x$, the strict inequality $e(0)<e(z)$ holds for all nonzero $z\in[-1,1]$ if and only if $x\le\pi/2$. The left side is exactly the statement that $z=0$ is the unique minimizer. The forward direction uses the instability theorem with $\varepsilon=1$ to reach a contradiction. The reverse direction combines a nonnegative quadratic term with the positive $z^4$.

Negative $x$, meaning attraction, is included. The comparison is still only among uniform normal states labelled by $z$, so it does not exclude pairing, spatially varying phases or other competitors.

```lean
/-- The unpolarized state is the unique minimizer of the mean-field energy on `[-1, 1]`
if and only if `kF a ≤ π/2`. -/
theorem paramagnet_unique_minimizer_iff (x : ℝ) :
    (∀ z ∈ Icc (-1 : ℝ) 1, z ≠ 0 → contactEnergy x 0 < contactEnergy x z) ↔ x ≤ π / 2 := by
  constructor
  · intro h
    by_contra hx
    obtain ⟨z, hz0, _, hz1, hlt⟩ := paramagnet_unstable (not_le.mp hx) one_pos
    exact lt_asymm hlt (h z ⟨by linarith, hz1⟩ hz0.ne')
  · intro hx z hz hne
    have hc : x / (3 * π) ≤ 1 / 6 := by
      rw [div_le_iff₀ (by positivity)]
      linarith
    have h2 : 0 ≤ (1 / 6 - x / (3 * π)) * z ^ 2 :=
      mul_nonneg (by linarith) (sq_nonneg z)
    have h4 : 0 < z ^ 4 := by positivity
    linarith [(landau_bounds x hz).1]
```

A strict minimum could in principle give way to a tied one before stability was lost. The next theorem rules this out. `IsMinOn` asks only for $e(0)\le e(z)$ on the interval, and this weaker property holds for the same values of $x$. There is no coupling at which the paramagnet shares the lowest energy with a polarized state.

```lean
/-- The unpolarized state is a minimizer on `[-1, 1]`, unique or not, if and only if
`kF a ≤ π/2`. -/
theorem paramagnet_isMinOn_iff (x : ℝ) :
    IsMinOn (contactEnergy x) (Icc (-1 : ℝ) 1) 0 ↔ x ≤ π / 2 := by
  constructor
  · intro h
    by_contra hx
    obtain ⟨z, hz0, _, hz1, hlt⟩ := paramagnet_unstable (not_le.mp hx) one_pos
    exact not_lt_of_ge (isMinOn_iff.mp h z ⟨by linarith, hz1⟩) hlt
  · intro hx
    refine isMinOn_iff.mpr fun z hz => ?_
    rcases eq_or_ne z 0 with rfl | hne
    · exact le_rfl
    · exact ((paramagnet_unique_minimizer_iff x).mpr hx z hz hne).le
```

At $x=\pi/2$ the quadratic coefficient is zero, and the Landau estimate leaves only quartic bounds. The minimum is strict but very flat: a polarization $z=0.1$ costs between about $6.2\times10^{-7}$ and $1.5\times10^{-6}$ in units of $k_F^2$ per particle. In a numerical minimization of this mean-field energy at threshold, an energy tolerance looser than that cannot distinguish $z=0.1$ from the true minimum.

```lean
/-- At the threshold `kF a = π/2` the energy cost of polarization is bounded below and above
by multiples of `z ^ 4`. -/
theorem threshold_quartic {z : ℝ} (hz : z ∈ Icc (-1 : ℝ) 1) :
    z ^ 4 / 162 ≤ contactEnergy (π / 2) z - contactEnergy (π / 2) 0 ∧
    contactEnergy (π / 2) z - contactEnergy (π / 2) 0 ≤ 2 / 135 * z ^ 4 := by
  have hc : π / 2 / (3 * π) = 1 / 6 := by
    rw [div_eq_iff (by positivity)]
    ring
  have h := landau_bounds (π / 2) hz
  rw [hc] at h
  constructor
  · linarith [h.1]
  · linarith [h.2]

end

end ContactGas
```

```lean
#print axioms ContactGas.gasEnergyDensity_eq
-- 'ContactGas.gasEnergyDensity_eq' depends on axioms: [propext, Classical.choice, Quot.sound]
#print axioms ContactGas.paramagnet_unique_minimizer_iff
-- 'ContactGas.paramagnet_unique_minimizer_iff' depends on axioms: [propext, Classical.choice, Quot.sound]
#print axioms ContactGas.paramagnet_isMinOn_iff
-- 'ContactGas.paramagnet_isMinOn_iff' depends on axioms: [propext, Classical.choice, Quot.sound]
#print axioms ContactGas.threshold_quartic
-- 'ContactGas.threshold_quartic' depends on axioms: [propext, Classical.choice, Quot.sound]
```
